# With nonlocal rates bounded away from zero, an electron's T-move probability vanishes with system size in the single-move scheme but not in the per-electron scheme

## One draw per configuration or one per electron

In a diffusion Monte Carlo (DMC) step with T-moves, the program has to decide which electrons the nonlocal pseudopotential displaces. It can make one random draw for the whole configuration, after which at most one electron moves, or one draw for each electron. At a fixed time step the two choices behave very differently as the system grows.

Let τ > 0 be the time step and let a_i be the nonlocal move rate of electron i, that is, the sum of the rates to all positions to which the T-move rule allows that electron to jump. For a finite set s of electrons, write |s| for their number and

S(s) = ∑_{i∈s} a_i

for their total rate.

In the single-move heat bath, staying has weight 1 and moving electron k has weight τa_k. After normalisation the probability that k moves and the probability that nothing moves are

p_k(s) = τa_k / (1 + τS(s)),  q(s) = 1 / (1 + τS(s)).

In the per-electron heat bath, electron k weighs its own move against its own staying, and the electrons decide independently. The corresponding probabilities are

r_k = τa_k / (1 + τa_k),  Q(s) = ∏_{i∈s} (1 − r_i).

## The limit of many electrons

Suppose that a_i ≥ m > 0 for all i, and let the system consist of electrons 0, …, N−1. Then for every fixed k, as N → ∞,

p_k → 0, while r_k ≥ τm/(1 + τm) > 0.

For the first part, |s| electrons have total rate S(s) ≥ |s|m, so 1 + τS(s) ≥ τ|s|m. For k in s this gives

p_k(s) ≤ τa_k / (τ|s|m) = a_k / (|s|m),

which falls to zero as 1/|s|.

The exact criterion is weaker than a lower bound on every rate. Let the rates be nonnegative with a_k > 0. If they sum to a finite total T, then S ≤ T for every N, and p_k ≥ τa_k/(1 + τT) > 0, so p_k cannot tend to zero. If their sum diverges, the denominator grows without bound and p_k → 0. Rates bounded below by m belong to the second case, because the terms of a convergent series tend to zero.

For the second part, cross-multiplying τm/(1 + τm) ≤ τa_k/(1 + τa_k) gives

τm + τ²ma_k ≤ τa_k + τ²ma_k,

which is just m ≤ a_k.

## Moves per step and separated fragments

The single-move probabilities satisfy

q(s) + ∑_{k∈s} p_k(s) = (1 + τS(s)) / (1 + τS(s)) = 1.

Since q(s) > 0, the expected number of moves per step, ∑ p_k(s), is below one however large the system is. In the per-electron scheme the expected number is ∑ r_k. If all rates are at least m > 0, it is at least |s|τm/(1 + τm) and so grows at least linearly with |s|.

Now take two disjoint nonempty fragments s and t with positive rates, and set A = S(s), B = S(t). In the per-electron scheme the product over s ∪ t splits, so Q(s ∪ t) = Q(s)Q(t). In the single-move scheme

(1 + τA)(1 + τB) = 1 + τ(A + B) + τ²AB > 1 + τ(A + B),

and taking reciprocals gives q(s)q(t) < q(s ∪ t). The combined system stays put more often than two independent fragments would.

This bears on size consistency in DMC with nonlocal pseudopotentials, within a model of fixed rates and a single step. It compares move probabilities; it does not compute a DMC energy or its time-step error.

## How the Lean definitions encode the model

Electron labels form a type `ι`, a system is a `Finset ι`, and the rates are a function `a : ι → ℝ`. The definitions `singleMoveProb`, `singleStayProb`, `perElectronProb` and `perElectronStayProb` are p_k(s), q(s), r_k and Q(s). Independence of the electrons is built into the last one, which is defined as a product.

For the limit, labels are natural numbers and the system is `Finset.range N`, the electrons 0 to N−1. The expression `Tendsto … atTop (𝓝 0)` says that the probability tends to zero as N → ∞. For N ≤ k, electron k is not yet in the system and the formula is not a probability, but these finitely many values do not affect the limit.

The main theorem, `singleMove_freezes_perElectron_survives`, assumes `0 < τ`, `0 < m` and `m ≤ a i` for every i. It concludes that the single-move probability has limit zero, that τm/(1 + τm) is positive, and that this number bounds the per-electron probability from below.

The hypothesis `m ≤ a i` stands for a situation in which the allowed nonlocal jumps of every electron add up to an appreciable rate. This is an idealisation: an electron far from all pseudopotential cores has a rate of zero or nearly zero. For such configurations the summability criterion is the more relevant statement, since it allows individual rates to vanish.

In the model the rates are assumed not to change when electrons are added or when other electrons move. In a simulation the rate of one electron depends on the positions of the others through the trial wave function. The choice of target position is not represented either, only whether an electron moves.

## The complete file

```lean
import Mathlib

open Filter Topology

namespace TMoveSizeConsistency

noncomputable section

variable {ι : Type*}

/-- Single-move heat bath: the probability that electron `k` is the one that moves in a
system `s` of electrons with nonlocal move rates `a` and time step `τ`. -/
def singleMoveProb (τ : ℝ) (a : ι → ℝ) (s : Finset ι) (k : ι) : ℝ :=
  τ * a k / (1 + τ * ∑ i ∈ s, a i)

/-- Single-move heat bath: the probability that no electron of the system `s` moves. -/
def singleStayProb (τ : ℝ) (a : ι → ℝ) (s : Finset ι) : ℝ :=
  1 / (1 + τ * ∑ i ∈ s, a i)

/-- Per-electron heat bath: the probability that electron `k` moves, decided from its own
rate alone. -/
def perElectronProb (τ : ℝ) (a : ι → ℝ) (k : ι) : ℝ :=
  τ * a k / (1 + τ * a k)

/-- Per-electron heat bath: the probability that no electron of `s` moves, the electrons
deciding independently. -/
def perElectronStayProb (τ : ℝ) (a : ι → ℝ) (s : Finset ι) : ℝ :=
  ∏ i ∈ s, (1 - perElectronProb τ a i)

/-- In the single-move scheme the probabilities of staying and of moving each one of the
electrons add up to one. -/
theorem singleMove_total {τ : ℝ} {a : ι → ℝ} {s : Finset ι} (hτ : 0 < τ)
    (ha : ∀ i ∈ s, 0 ≤ a i) :
    singleStayProb τ a s + ∑ k ∈ s, singleMoveProb τ a s k = 1 := by
  have hS : 0 ≤ ∑ i ∈ s, a i := Finset.sum_nonneg ha
  have hD : 1 + τ * ∑ i ∈ s, a i ≠ 0 := by positivity
  unfold singleStayProb singleMoveProb
  rw [← Finset.sum_div, ← Finset.mul_sum, ← add_div, div_self hD]

/-- With all rates at least `m > 0`, the single-move probability of an electron of `s` is at most
its rate divided by the product of `m` and the number of electrons. -/
theorem singleMoveProb_le {τ m : ℝ} {a : ι → ℝ} {s : Finset ι} {k : ι} (hτ : 0 < τ)
    (hm : 0 < m) (ha : ∀ i ∈ s, m ≤ a i) (hk : k ∈ s) :
    singleMoveProb τ a s k ≤ a k / (s.card * m) := by
  have hc : (0 : ℝ) < s.card := by exact_mod_cast Finset.card_pos.mpr ⟨k, hk⟩
  have hak : 0 ≤ a k := hm.le.trans (ha k hk)
  -- the total rate grows at least linearly with the number of electrons
  have hS : (s.card : ℝ) * m ≤ ∑ i ∈ s, a i := by
    have h := Finset.card_nsmul_le_sum s a m ha
    rwa [nsmul_eq_mul] at h
  have hcm : 0 < (s.card : ℝ) * m := mul_pos hc hm
  have hS0 : 0 < ∑ i ∈ s, a i := lt_of_lt_of_le hcm hS
  have h1 : τ * ((s.card : ℝ) * m) ≤ 1 + τ * ∑ i ∈ s, a i := by
    have h2 := mul_le_mul_of_nonneg_left hS hτ.le
    linarith
  unfold singleMoveProb
  rw [div_le_div_iff₀ (by positivity) hcm]
  calc τ * a k * ((s.card : ℝ) * m) = a k * (τ * ((s.card : ℝ) * m)) := by ring
    _ ≤ a k * (1 + τ * ∑ i ∈ s, a i) := mul_le_mul_of_nonneg_left h1 hak

/-- For nonnegative rates, the single-move probability of an electron with positive rate
vanishes in the limit of many electrons if and only if the sum of all rates diverges. -/
theorem singleMoveProb_tendsto_zero_iff {τ : ℝ} {a : ℕ → ℝ} {k : ℕ} (hτ : 0 < τ)
    (ha : ∀ i, 0 ≤ a i) (hk : 0 < a k) :
    Tendsto (fun N => singleMoveProb τ a (Finset.range N) k) atTop (𝓝 0) ↔
      ¬ Summable a := by
  constructor
  · intro hlim hsum
    -- a finite total rate keeps the probability away from zero
    have hT : 0 ≤ ∑' i, a i := tsum_nonneg ha
    have hpos : 0 < τ * a k / (1 + τ * ∑' i, a i) := by positivity
    have hle : τ * a k / (1 + τ * ∑' i, a i) ≤ 0 := by
      refine ge_of_tendsto' hlim (fun N => ?_)
      have h0 : 0 ≤ ∑ i ∈ Finset.range N, a i := Finset.sum_nonneg (fun i _ => ha i)
      have h1 : ∑ i ∈ Finset.range N, a i ≤ ∑' i, a i :=
        hsum.sum_le_tsum _ (fun i _ => ha i)
      unfold singleMoveProb
      gcongr
    exact absurd hpos (not_lt_of_ge hle)
  · intro hns
    have h := (not_summable_iff_tendsto_nat_atTop_of_nonneg ha).mp hns
    have h2 : Tendsto (fun N => 1 + τ * ∑ i ∈ Finset.range N, a i) atTop atTop :=
      tendsto_atTop_add_const_left atTop 1 (h.const_mul_atTop hτ)
    exact h2.const_div_atTop (τ * a k)

/-- A rate of at least `m > 0` gives a per-electron move probability of at least `τ m / (1 + τ m)`.
-/
theorem perElectronProb_ge {τ m : ℝ} {a : ι → ℝ} {k : ι} (hτ : 0 < τ) (hm : 0 < m)
    (hk : m ≤ a k) : τ * m / (1 + τ * m) ≤ perElectronProb τ a k := by
  have hak : 0 < a k := lt_of_lt_of_le hm hk
  have h := mul_le_mul_of_nonneg_left hk hτ.le
  unfold perElectronProb
  rw [div_le_div_iff₀ (by positivity) (by positivity)]
  linarith [mul_comm (τ * m) (τ * a k)]

/-- With all rates at least `m > 0` and a fixed time step, the single-move probability of
every electron tends to zero as electrons are added, while its per-electron probability
is at least the positive number `τ m / (1 + τ m)`. -/
theorem singleMove_freezes_perElectron_survives {τ m : ℝ} {a : ℕ → ℝ} (hτ : 0 < τ)
    (hm : 0 < m) (ha : ∀ i, m ≤ a i) (k : ℕ) :
    Tendsto (fun N => singleMoveProb τ a (Finset.range N) k) atTop (𝓝 0) ∧
      0 < τ * m / (1 + τ * m) ∧ τ * m / (1 + τ * m) ≤ perElectronProb τ a k := by
  refine ⟨?_, by positivity, perElectronProb_ge hτ hm (ha k)⟩
  rw [singleMoveProb_tendsto_zero_iff hτ (fun i => hm.le.trans (ha i))
    (lt_of_lt_of_le hm (ha k))]
  -- summable rates would tend to zero, against the lower bound `m`
  intro hsum
  have h : m ≤ 0 := ge_of_tendsto' hsum.tendsto_atTop_zero ha
  linarith

/-- With all rates at least `m > 0`, the expected number of moves per step is below one in the
single-move scheme, and at least `τ m / (1 + τ m)` times the number of electrons in the per-electron
scheme. -/
theorem expected_moves {τ m : ℝ} {a : ι → ℝ} {s : Finset ι} (hτ : 0 < τ) (hm : 0 < m)
    (ha : ∀ i ∈ s, m ≤ a i) :
    ∑ k ∈ s, singleMoveProb τ a s k < 1 ∧
      s.card * (τ * m / (1 + τ * m)) ≤ ∑ k ∈ s, perElectronProb τ a k := by
  have ha0 : ∀ i ∈ s, 0 ≤ a i := fun i hi => hm.le.trans (ha i hi)
  constructor
  · have hS : 0 ≤ ∑ i ∈ s, a i := Finset.sum_nonneg ha0
    have hstay : 0 < singleStayProb τ a s := by
      unfold singleStayProb
      positivity
    linarith [singleMove_total hτ ha0]
  · have h := Finset.card_nsmul_le_sum s (perElectronProb τ a) (τ * m / (1 + τ * m))
      (fun i hi => perElectronProb_ge hτ hm (ha i hi))
    rwa [nsmul_eq_mul] at h

/-- For two disjoint nonempty fragments with positive rates, the probability that nothing
moves is the product of the fragment values in the per-electron scheme, and strictly
larger than that product in the single-move scheme. -/
theorem fragment_factorization [DecidableEq ι] {τ : ℝ} {a : ι → ℝ} {s t : Finset ι}
    (hτ : 0 < τ) (hst : Disjoint s t) (hs : s.Nonempty) (ht : t.Nonempty)
    (ha : ∀ i ∈ s ∪ t, 0 < a i) :
    perElectronStayProb τ a (s ∪ t) = perElectronStayProb τ a s * perElectronStayProb τ a t ∧
      singleStayProb τ a s * singleStayProb τ a t < singleStayProb τ a (s ∪ t) := by
  refine ⟨Finset.prod_union hst, ?_⟩
  have hA : 0 < ∑ i ∈ s, a i :=
    Finset.sum_pos (fun i hi => ha i (Finset.mem_union_left t hi)) hs
  have hB : 0 < ∑ i ∈ t, a i :=
    Finset.sum_pos (fun i hi => ha i (Finset.mem_union_right s hi)) ht
  unfold singleStayProb
  rw [Finset.sum_union hst, div_mul_div_comm, mul_one]
  -- the product of normalisations contains an extra positive cross term
  apply one_div_lt_one_div_of_lt (by positivity)
  nlinarith [mul_pos (mul_pos hτ hA) (mul_pos hτ hB)]

end

end TMoveSizeConsistency
```

```lean
#print axioms TMoveSizeConsistency.singleMoveProb_le
-- 'TMoveSizeConsistency.singleMoveProb_le' depends on axioms: [propext, Classical.choice, Quot.sound]
#print axioms TMoveSizeConsistency.singleMove_freezes_perElectron_survives
-- 'TMoveSizeConsistency.singleMove_freezes_perElectron_survives' depends on axioms: [propext, Classical.choice, Quot.sound]
#print axioms TMoveSizeConsistency.expected_moves
-- 'TMoveSizeConsistency.expected_moves' depends on axioms: [propext, Classical.choice, Quot.sound]
#print axioms TMoveSizeConsistency.fragment_factorization
-- 'TMoveSizeConsistency.fragment_factorization' depends on axioms: [propext, Classical.choice, Quot.sound]
```

## How the proofs follow the derivation

`singleMove_total` is the normalisation identity. It first shows that the denominator is nonzero, then collects all terms over it and cancels.

`singleMoveProb_le` is the finite-size bound. `Finset.card_nsmul_le_sum` supplies |s|m ≤ S(s), and `div_le_div_iff₀` turns the inequality between fractions into one between products, which the closing `calc` block proves. The assumption `k ∈ s` ensures that |s| is positive.

`singleMoveProb_tendsto_zero_iff` treats the two directions separately. In the first, the rates are assumed summable and the limit zero. Each partial sum is at most the infinite sum, so `gcongr` gives the constant lower bound τa_k/(1 + τT) for every N. By `ge_of_tendsto'` the limit is at least this constant, which would make a positive number at most zero. In the other direction, a nonnegative series that is not summable has partial sums tending to infinity; so does the denominator, and a constant divided by it tends to zero.

`perElectronProb_ge` is the cross-multiplication above. After `div_le_div_iff₀` the terms τ²ma_k on the two sides cancel, and `linarith` finishes from τm ≤ τa_k.

The main theorem combines these last two lemmas. It takes its limit from the summability criterion and not from the 1/|s| bound: if the rates were summable they would tend to zero, and since each is at least m, this would force m ≤ 0.

`expected_moves` obtains its first half from `singleMove_total` and the positivity of the stay probability. Its second half sums the bound of `perElectronProb_ge` over the electrons.

In `fragment_factorization`, the per-electron equality is `Finset.prod_union`, the splitting of a product over disjoint sets. For the single-move inequality, the total rate is split in the same way and `one_div_lt_one_div_of_lt` reduces the claim to a comparison of denominators. The final `nlinarith` receives the positive product (τA)(τB), which is exactly the cross term τ²AB.
